# A sum over the Cartesian exponents of total degree L can be done by splitting L and then the remainder

The powers of x, y and z in a Cartesian Gaussian of degree L are natural numbers a, b and c with a + b + c = L, and the set of all such triples is called a shell here. The lemma says that summing a function f over the shell gives the same result as first splitting L into a and a remainder, then splitting the remainder into b and c, and summing over both splittings. The sums are finite and f is any function from triples to natural numbers, so no orbitals or integrals enter the statement. The proof turns the double sum into a single sum over pairs of splittings, then gives maps between these pairs and the triples and checks that they undo each other and preserve the terms.

The first attempt, which Lean rejects:

```lean
import Mathlib

open Finset Filter Topology

namespace SumShell

/-- The Cartesian shell of degree `L`: all exponent triples `(a, b, c)` with `a + b + c = L`. -/
def shell (L : ℕ) : Finset (ℕ × ℕ × ℕ) :=
  (range (L + 1) ×ˢ range (L + 1) ×ˢ range (L + 1)).filter
    (fun p => p.1 + p.2.1 + p.2.2 = L)

/-- A triple of exponents belongs to the shell of degree `L` exactly when its sum is `L`. -/
theorem mem_shell (L : ℕ) (p : ℕ × ℕ × ℕ) :
    p ∈ shell L ↔ p.1 + p.2.1 + p.2.2 = L := by
  simp only [shell, Finset.mem_filter, Finset.mem_product, Finset.mem_range]
  omega

/-- A sum over the shell can be done in two stages: first split `L` into `a` and a remainder,
then split the remainder into `b` and `c`. -/
theorem sum_shell (L : ℕ) (f : ℕ × ℕ × ℕ → ℕ) :
    ∑ p ∈ shell L, f p =
      ∑ q ∈ antidiagonal L, ∑ r ∈ antidiagonal q.2, f (q.1, r.1, r.2) := by
  rw [Finset.sum_sigma']
  refine Finset.sum_nbij' (fun p => ⟨(p.1, p.2.1 + p.2.2), p.2⟩)
    (fun s => (s.1.1, s.2.1, s.2.2)) ?_ ?_ ?_ ?_ ?_
  · intro p hp
    rw [mem_shell] at hp
    refine Finset.mem_sigma.mpr
      ⟨Finset.mem_antidiagonal.mpr ?_, Finset.mem_antidiagonal.mpr rfl⟩
    change p.1 + (p.2.1 + p.2.2) = L
    omega
  · rintro ⟨⟨a, m⟩, ⟨b, c⟩⟩ h
    have h₁ := Finset.mem_antidiagonal.mp (Finset.mem_sigma.mp h).1
    have h₂ := Finset.mem_antidiagonal.mp (Finset.mem_sigma.mp h).2
    change a + m = L at h₁
    change b + c = m at h₂
    rw [mem_shell]
    change a + b + c = L
    omega
  · intro p _
    rfl
  · rintro ⟨⟨a, m⟩, ⟨b, c⟩⟩ h
    have h₂ := Finset.mem_antidiagonal.mp (Finset.mem_sigma.mp h).2
    change b + c = m at h₂
    subst h₂
    rfl
  · intro p _
    rfl

end SumShell
```

Messages:

```
Main.lean:29:67: error: Application type mismatch: The argument
  rfl
has type
  ?m.142 = ?m.142
but is expected to have type
  ?m.138.1 ∈ ?m.133 ∧ ?m.138.2 ∈ ?m.134 ∧ ?m.138.1 + ?m.138.2 = ?m.137
in the application
  Finset.mem_antidiagonal.mpr rfl
Main.lean:33:42: error: Application type mismatch: The argument
  (mem_sigma.mp h).left
has type
  ⟨(a, m), (b, c)⟩.fst ∈ HasAntidiagonal.antidiagonal L
but is expected to have type
  ?m.179 ∈ Finset.antidiagonal ?m.176 ?m.177 ?m.178
in the application
  Finset.mem_antidiagonal.mp (mem_sigma.mp h).left
Main.lean:43:42: error: Application type mismatch: The argument
  (mem_sigma.mp h).right
has type
  ⟨(a, m), (b, c)⟩.snd ∈ HasAntidiagonal.antidiagonal ⟨(a, m), (b, c)⟩.fst.2
but is expected to have type
  ?m.233 ∈ Finset.antidiagonal ?m.230 ?m.231 ?m.232
in the application
  Finset.mem_antidiagonal.mp (mem_sigma.mp h).right
```

All three errors come from using the wrong membership lemma. The sums in the statement use `HasAntidiagonal.antidiagonal`, which takes one number and gives the pairs that add up to it. But `Finset.mem_antidiagonal` is here about a different `Finset.antidiagonal`, which takes three arguments, and membership in it also requires each entry of the pair to lie in a given set. So in the first error `rfl` is offered where a three-part condition is expected. In the other two, the hypothesis taken from `h` is correctly about the one-argument antidiagonal, but the lemma expects membership in the three-argument one.

The repair uses `HasAntidiagonal.mem_antidiagonal` throughout, which matches the sums and asks only that the two entries add up to the given number. This includes the first `h₂`, which had the same fault but got no message of its own because Lean had already stopped at `h₁` just above it. The diff also moves `rfl` into a goal of its own, with bullets to separate the two goals, but the messages don't show that this move was needed.

Lean accepts the file once it reads:

```diff
@@ -27,10 +27,11 @@
     rw [mem_shell] at hp
     refine Finset.mem_sigma.mpr
-      ⟨Finset.mem_antidiagonal.mpr ?_, Finset.mem_antidiagonal.mpr rfl⟩
-    change p.1 + (p.2.1 + p.2.2) = L
-    omega
+      ⟨HasAntidiagonal.mem_antidiagonal.mpr ?_, HasAntidiagonal.mem_antidiagonal.mpr ?_⟩
+    · change p.1 + (p.2.1 + p.2.2) = L
+      omega
+    · rfl
   · rintro ⟨⟨a, m⟩, ⟨b, c⟩⟩ h
-    have h₁ := Finset.mem_antidiagonal.mp (Finset.mem_sigma.mp h).1
-    have h₂ := Finset.mem_antidiagonal.mp (Finset.mem_sigma.mp h).2
+    have h₁ := HasAntidiagonal.mem_antidiagonal.mp (Finset.mem_sigma.mp h).1
+    have h₂ := HasAntidiagonal.mem_antidiagonal.mp (Finset.mem_sigma.mp h).2
     change a + m = L at h₁
     change b + c = m at h₂
@@ -41,5 +42,5 @@
     rfl
   · rintro ⟨⟨a, m⟩, ⟨b, c⟩⟩ h
-    have h₂ := Finset.mem_antidiagonal.mp (Finset.mem_sigma.mp h).2
+    have h₂ := HasAntidiagonal.mem_antidiagonal.mp (Finset.mem_sigma.mp h).2
     change b + c = m at h₂
     subst h₂
```
